# A single excitation split by dark double excitations keeps its total oscillator strength

## Do weights that sum to one also conserve oscillator strength?

Let $a$ be the frequency of a single excitation, let $b_k$ be the frequencies of $m$ double excitations, and let $g_k$ be the real couplings between the single and each double, with $k=0,\dots,m-1$. All frequencies are measured from the ground state, in atomic units. The mixed states lie at the solutions $x_i$ of the dressed equation

$$x=a+\sum_k\frac{g_k^2}{x-b_k},$$

and I give each of them the weight

$$w_i=\frac{1}{1+\sum_k g_k^2/(x_i-b_k)^2}.$$

For one double with $a=2$, $b_0=5$, $g_0=2$ I find $x=1$ and $x=6$, with weights $4/5$ and $1/5$. They sum to one, which I have seen described as the split states sharing the original oscillator strength. But oscillator strength also contains the frequency, and my two frequencies are very different. Is the total really conserved, and does this survive with many doubles?

## The weights divide the dipole strength, and their mean frequency is $a$

Yes, the total is conserved for any $m$, provided that you sum over $m+1$ distinct solutions and that only the single excitation has a transition dipole. The weights are not the shares of oscillator strength, though. In your example the shares are $w_ix_i/a$, that is $2/5$ and $3/5$, so the state with the smaller weight is the stronger one.

**The mixed states.** The Hamiltonian has $a$ and the $b_k$ on its diagonal and the $g_k$ in its first row and column. For a solution $x_i$ different from every $b_k$, take the unnormalised vector $v_i$ with component $1$ on the single and $g_k/(x_i-b_k)$ on double $k$. The first row of $Hv_i=x_iv_i$ is the dressed equation, and the row of double $k$ reads

$$g_k+b_k\frac{g_k}{x_i-b_k}=x_i\frac{g_k}{x_i-b_k}.$$

The squared norm of $v_i$ is $1/w_i$. The normalised state $\sqrt{w_i}\,v_i$ therefore has probability $w_i$ on the single excitation.

**Orthogonality.** Subtracting the dressed equations for $x_i\neq x_j$ gives

$$x_i-x_j=-(x_i-x_j)\sum_k\frac{g_k^2}{(x_i-b_k)(x_j-b_k)},$$

so $(x_i-x_j)\,(v_i\cdot v_j)=0$, and hence $v_i\cdot v_j=0$.

**Completeness.** With $m+1$ distinct solutions, the normalised states are $m+1$ orthonormal vectors in $m+1$ dimensions. Writing $v_{i,p}$ for component $p$ of $v_i$, with $p=0$ the single and $p=k+1$ double $k$, we have

$$\sum_i w_i\,v_{i,p}\,v_{i,q}=\delta_{pq}.$$

The entry $p=q=0$ is $\sum_i w_i=1$. The entry $p=0$, $q=k+1$ is $\sum_i w_i\,g_k/(x_i-b_k)=0$.

**Oscillator strength.** Multiply the dressed equation for $x_i$ by $w_i$ and sum:

$$\sum_i w_ix_i=a\sum_i w_i+\sum_k g_k\sum_i w_i\frac{g_k}{x_i-b_k}=a.$$

If the single has a transition dipole of size $d$, state $i$ has dipole strength $w_id^2$ and oscillator strength $\tfrac23x_iw_id^2$. These add up to $\tfrac23ad^2$, the value before mixing.

### What the Lean statements say

`IsExcitation a b g x` says that $x$ solves the dressed equation and differs from every $b_k$. The definitions `hamiltonian`, `state`, `weight` and `oscillatorStrength` are $H$, $v$, $w$ and the strength above. The solutions form a function `x : Fin (m + 1) → ℝ`; `hx` says that each value is a solution, and `hinj` that no two coincide. The sum rules are `sum_weight`, `sum_weight_mul_frequency` and `sum_oscillatorStrength`. They include $m=0$, where the only solution is $a$, with weight one.

The $m+1$ solutions are assumed. For distinct $b_k$ and nonzero $g_k$ they do exist, by an argument that the file leaves out: $x-a-\sum_k g_k^2/(x-b_k)$ rises from $-\infty$ to $+\infty$ on each of the $m+1$ intervals between and beyond the $b_k$. Doubles with equal $b_k$ give fewer solutions; merge them first into one double whose squared coupling is the sum of theirs, which changes neither the dressed equation nor the weights.

The doubles do not couple to each other, and the ground state does not mix with anything. Setting their dipoles to zero reflects that a one-electron operator does not connect a single-determinant ground state to a doubly excited determinant. The signs of the frequencies are left free, but the physical reading needs them positive.

For dressed time-dependent density functional theory reduced to this model of one single and mutually uncoupled doubles, the rule gives a check on a root search: if the weights of the exact roots found, each counted once, do not sum to one, fewer than $m+1$ distinct roots are in hand.

```lean
import Mathlib

open Matrix

namespace DressedDoubleExcitations

noncomputable section

variable {m : ℕ}

/-- The frequency `x` solves the dressed equation `x = a + ∑ g_k² / (x - b_k)` and differs from
every double-excitation frequency `b_k`. -/
def IsExcitation (a : ℝ) (b g : Fin m → ℝ) (x : ℝ) : Prop :=
  (∀ k, x ≠ b k) ∧ x = a + ∑ k, g k ^ 2 / (x - b k)

/-- The Hamiltonian of one single excitation `a` coupled by `g_k` to double excitations `b_k`,
which are not coupled to each other. -/
def hamiltonian (a : ℝ) (b g : Fin m → ℝ) : Matrix (Fin (m + 1)) (Fin (m + 1)) ℝ :=
  Matrix.of (vecCons (vecCons a g)
    (fun k => vecCons (g k) (fun l => if k = l then b k else 0)))

/-- The unnormalised dressed state at frequency `x`, with component one on the single excitation
and `g_k / (x - b_k)` on the doubles; meant for `x` different from every `b_k`. -/
def state (b g : Fin m → ℝ) (x : ℝ) : Fin (m + 1) → ℝ :=
  vecCons 1 (fun k => g k / (x - b k))

/-- The weight `1 / (1 + ∑ g_k² / (x - b_k)²)` at frequency `x`; meant for `x` different from
every `b_k`. -/
def weight (b g : Fin m → ℝ) (x : ℝ) : ℝ :=
  1 / (1 + ∑ k, g k ^ 2 / (x - b k) ^ 2)

/-- The oscillator strength (atomic units) at frequency `x` when only the single excitation has a
transition dipole, of size `d`; meant for `x` different from every `b_k`. -/
def oscillatorStrength (b g : Fin m → ℝ) (d x : ℝ) : ℝ :=
  2 / 3 * x * (weight b g x * d ^ 2)

/-- At a solution of the dressed equation, the dressed state is an eigenvector of the
Hamiltonian with eigenvalue `x`. -/
theorem hamiltonian_mulVec_state {a x : ℝ} {b g : Fin m → ℝ} (hx : IsExcitation a b g x) :
    hamiltonian a b g *ᵥ state b g x = x • state b g x := by
  ext p
  refine Fin.cases ?_ (fun k => ?_) p
  · -- the row of the single excitation is the dressed equation
    simp only [hamiltonian, state, Matrix.mulVec, dotProduct, Matrix.of_apply,
      Fin.sum_univ_succ, Matrix.cons_val_zero, Matrix.cons_val_succ, Pi.smul_apply,
      smul_eq_mul, mul_one]
    have e : ∑ k, g k * (g k / (x - b k)) = ∑ k, g k ^ 2 / (x - b k) :=
      Finset.sum_congr rfl fun k _ => by ring
    rw [e]
    exact hx.2.symm
  · -- the row of a double excitation fixes its amplitude
    simp only [hamiltonian, state, Matrix.mulVec, dotProduct, Matrix.of_apply,
      Fin.sum_univ_succ, Matrix.cons_val_zero, Matrix.cons_val_succ, Pi.smul_apply,
      smul_eq_mul, mul_one, ite_mul, zero_mul, Finset.sum_ite_eq, Finset.mem_univ, if_true]
    have hne : x - b k ≠ 0 := sub_ne_zero.mpr (hx.1 k)
    have h : g k / (x - b k) * (x - b k) = g k := by field_simp
    linear_combination -h

/-- Dressed states at two different solutions of the dressed equation are orthogonal. -/
theorem state_orthogonal {a x y : ℝ} {b g : Fin m → ℝ} (hx : IsExcitation a b g x)
    (hy : IsExcitation a b g y) (hxy : x ≠ y) : state b g x ⬝ᵥ state b g y = 0 := by
  have h : ∑ k, g k ^ 2 / (x - b k) - ∑ k, g k ^ 2 / (y - b k)
      = -(x - y) * ∑ k, g k / (x - b k) * (g k / (y - b k)) := by
    rw [← Finset.sum_sub_distrib, Finset.mul_sum]
    refine Finset.sum_congr rfl fun k _ => ?_
    have h1 : x - b k ≠ 0 := sub_ne_zero.mpr (hx.1 k)
    have h2 : y - b k ≠ 0 := sub_ne_zero.mpr (hy.1 k)
    rw [div_sub_div _ _ h1 h2, div_mul_div_comm, mul_div_assoc']
    congr 1
    ring
  -- the difference of the two dressed equations factors through the overlap
  have key : (x - y) * (1 + ∑ k, g k / (x - b k) * (g k / (y - b k))) = 0 := by
    linear_combination hx.2 - hy.2 + h
  have hs := (mul_eq_zero.mp key).resolve_left (sub_ne_zero.mpr hxy)
  simp only [state, dotProduct, Fin.sum_univ_succ, Matrix.cons_val_zero,
    Matrix.cons_val_succ, mul_one]
  exact hs

/-- The weight is the inverse of the squared norm of the dressed state. -/
theorem weight_mul_norm_sq (b g : Fin m → ℝ) (x : ℝ) :
    weight b g x * (state b g x ⬝ᵥ state b g x) = 1 := by
  have hS : 0 < 1 + ∑ k, g k ^ 2 / (x - b k) ^ 2 := by positivity
  have hd : state b g x ⬝ᵥ state b g x = 1 + ∑ k, g k ^ 2 / (x - b k) ^ 2 := by
    simp only [state, dotProduct, Fin.sum_univ_succ, Matrix.cons_val_zero,
      Matrix.cons_val_succ, mul_one]
    congr 1
    exact Finset.sum_congr rfl fun k _ => by rw [← div_pow, sq]
  rw [hd, weight, one_div, inv_mul_cancel₀ hS.ne']

/-- For `m` doubles, the dressed states at `m + 1` distinct solutions of the dressed equation,
taken with their weights, resolve the identity. -/
theorem completeness {a : ℝ} {b g : Fin m → ℝ} {x : Fin (m + 1) → ℝ}
    (hx : ∀ i, IsExcitation a b g (x i)) (hinj : Function.Injective x) (p q : Fin (m + 1)) :
    ∑ i, weight b g (x i) * state b g (x i) p * state b g (x i) q
      = if p = q then 1 else 0 := by
  let A : Matrix (Fin (m + 1)) (Fin (m + 1)) ℝ := Matrix.of fun i r => state b g (x i) r
  let B : Matrix (Fin (m + 1)) (Fin (m + 1)) ℝ :=
    Matrix.of fun r i => weight b g (x i) * state b g (x i) r
  -- orthogonality and normalisation say that B is a right inverse of A
  have hAB : A * B = 1 := by
    ext i j
    have h : (A * B) i j = weight b g (x j) * (state b g (x i) ⬝ᵥ state b g (x j)) := by
      simp only [A, B, Matrix.mul_apply, Matrix.of_apply, dotProduct, Finset.mul_sum]
      exact Finset.sum_congr rfl fun r _ => by ring
    rw [h]
    by_cases hij : i = j
    · subst hij
      rw [weight_mul_norm_sq, Matrix.one_apply_eq]
    · rw [state_orthogonal (hx i) (hx j) (hinj.ne hij), mul_zero, Matrix.one_apply_ne hij]
  -- for square matrices it is then also a left inverse
  have hBA : B * A = 1 := mul_eq_one_comm.mp hAB
  have h := congrFun (congrFun hBA p) q
  simpa only [A, B, Matrix.mul_apply, Matrix.of_apply, Matrix.one_apply] using h

/-- For `m` doubles, the weights at `m + 1` distinct solutions of the dressed equation sum to
one. -/
theorem sum_weight {a : ℝ} {b g : Fin m → ℝ} {x : Fin (m + 1) → ℝ}
    (hx : ∀ i, IsExcitation a b g (x i)) (hinj : Function.Injective x) :
    ∑ i, weight b g (x i) = 1 := by
  have h := completeness hx hinj 0 0
  simpa [state] using h

/-- For `m` doubles, the weighted mean of `m + 1` distinct solutions of the dressed equation is
the frequency `a` of the uncoupled single excitation. -/
theorem sum_weight_mul_frequency {a : ℝ} {b g : Fin m → ℝ} {x : Fin (m + 1) → ℝ}
    (hx : ∀ i, IsExcitation a b g (x i)) (hinj : Function.Injective x) :
    ∑ i, weight b g (x i) * x i = a := by
  -- single-double entries of the completeness relation
  have hk : ∀ k, ∑ i, weight b g (x i) * (g k / (x i - b k)) = 0 := by
    intro k
    have h := completeness hx hinj 0 k.succ
    simpa only [state, Matrix.cons_val_zero, Matrix.cons_val_succ, mul_one,
      if_neg (Fin.succ_ne_zero k).symm] using h
  calc ∑ i, weight b g (x i) * x i
      = ∑ i, (weight b g (x i) * a
          + ∑ k, g k * (weight b g (x i) * (g k / (x i - b k)))) := by
        refine Finset.sum_congr rfl fun i _ => ?_
        have e : ∑ k, g k * (weight b g (x i) * (g k / (x i - b k)))
            = weight b g (x i) * ∑ k, g k ^ 2 / (x i - b k) := by
          rw [Finset.mul_sum]
          exact Finset.sum_congr rfl fun k _ => by ring
        rw [e]
        linear_combination weight b g (x i) * (hx i).2
    _ = a := by
        rw [Finset.sum_add_distrib, ← Finset.sum_mul, sum_weight hx hinj, Finset.sum_comm]
        simp only [← Finset.mul_sum, hk, mul_zero, Finset.sum_const_zero, one_mul, add_zero]

/-- For `m` doubles, the oscillator strengths at `m + 1` distinct solutions of the dressed
equation add up to that of the uncoupled single excitation. -/
theorem sum_oscillatorStrength {a : ℝ} {b g : Fin m → ℝ} {x : Fin (m + 1) → ℝ}
    (hx : ∀ i, IsExcitation a b g (x i)) (hinj : Function.Injective x) (d : ℝ) :
    ∑ i, oscillatorStrength b g d (x i) = 2 / 3 * a * d ^ 2 := by
  have h : ∑ i, oscillatorStrength b g d (x i)
      = 2 / 3 * d ^ 2 * ∑ i, weight b g (x i) * x i := by
    rw [Finset.mul_sum]
    exact Finset.sum_congr rfl fun i _ => by
      unfold oscillatorStrength
      ring
  rw [h, sum_weight_mul_frequency hx hinj]
  ring

/-- A single excitation at 2 coupled with strength 2 to a double at 5 has dressed frequencies
1 and 6, with weights 4/5 and 1/5. -/
theorem isExcitation_witness :
    IsExcitation 2 ![5] ![2] 1 ∧ IsExcitation 2 ![5] ![2] 6 ∧
      weight ![5] ![2] 1 = 4 / 5 ∧ weight ![5] ![2] 6 = 1 / 5 := by
  refine ⟨?_, ?_, ?_, ?_⟩ <;> norm_num [IsExcitation, weight]

end

end DressedDoubleExcitations
```

```lean
#print axioms DressedDoubleExcitations.hamiltonian_mulVec_state
#print axioms DressedDoubleExcitations.sum_oscillatorStrength
```

```
'DressedDoubleExcitations.hamiltonian_mulVec_state' depends on axioms: [propext, Classical.choice, Quot.sound]
'DressedDoubleExcitations.sum_oscillatorStrength' depends on axioms: [propext, Classical.choice, Quot.sound]
```

### From the dressed equation to the sum rules in Lean

`hamiltonian_mulVec_state` checks the eigenvalue equation row by row, with `Fin.cases` separating the single from the doubles. It ties the vectors to the Hamiltonian; the later theorems need only the dressed equation.

In `state_orthogonal`, `h` is the termwise difference of the two sums, and `key` is the factored product. Since $x\neq y$, the overlap must vanish. `weight_mul_norm_sq` identifies the weight as the inverse squared norm, which is legitimate because one plus a sum of squares is positive.

`completeness` puts the vectors $v_i$ in the rows of `A` and the vectors $w_iv_i$ in the columns of `B`. Orthogonality and normalisation give `A * B = 1`, and `mul_eq_one_comm` turns this into `B * A = 1`, whose entries are the completeness relation.

`sum_weight` reads off the entry `0 0`. In `sum_weight_mul_frequency`, `hk` collects the single-double entries, the `calc` block inserts the dressed equation, and `Finset.sum_comm` exchanges the sums over $i$ and $k$ so that `hk` removes the coupling term. `sum_oscillatorStrength` then takes out the common factor $\tfrac23d^2$. Your numerical example is `isExcitation_witness`, which `norm_num` evaluates.
